# No finite bath reproduces the low-frequency hybridization of a metallic band of constant strength

Energies are measured from the Fermi level, and $w>0$ is an imaginary frequency in energy units. An impurity couples with complex amplitudes $V_k$ to finitely many bath levels at real energies $e_k$. Its hybridization function is

$$\Delta_{\rm bath}(z)=\sum_k \frac{|V_k|^2}{z-e_k}.$$

A flat band between the energies $a$ and $b$ has

$$\Delta_{\rm band}(z)=\int_a^b \frac{g}{z-x}\,dx.$$

The constant $g$ stands for the squared coupling times the density of bath states per unit energy. "Flat" means here that $g$ does not depend on energy, not that the band lacks dispersion. Both functions are evaluated at $z=iw$. A level is called coupled if $V_k\neq 0$.

## Zero, minus infinity or $-\pi g$

As $w$ decreases to zero:

- $\operatorname{Im}\Delta_{\rm bath}(iw)\to 0$ if every coupled level has $e_k\neq 0$.
- $\operatorname{Im}\Delta_{\rm bath}(iw)\to-\infty$ if some coupled level has $e_k=0$.
- $\operatorname{Im}\Delta_{\rm band}(iw)\to-\pi g$ if $a<0<b$, in particular for the band $[-B,B]$ with $B>0$.
- $\operatorname{Im}\Delta_{\rm band}(iw)\to 0$ if $0<a\le b$.

Hence, for $g>0$ and $a<0<b$, the difference $\operatorname{Im}\Delta_{\rm bath}(iw)-\operatorname{Im}\Delta_{\rm band}(iw)$ does not tend to zero, whatever the finite bath.

## Bath fits at low Matsubara frequency

Exact-diagonalization solvers for the Anderson impurity model, and charge-transfer cluster models of core-level spectra, represent the surroundings of the impurity by a finite set of levels. For a non-interacting bath and a flat metallic band, the result says that such a representation fails at low enough imaginary frequency.

A fit on a Matsubara grid can still be good, because the lowest fermionic frequency at temperature $T$ is $\pi k_BT>0$. The trouble appears when the grid is extended downwards with the bath held fixed. If all coupled levels are off zero, the error in the imaginary part tends to $\pi g$. A coupled level placed at zero to repair this makes the error unbounded.

## From Lorentzians to arctangents

For one pole of weight $c$ at energy $x$,

$$\frac{c}{iw-x}=\frac{c(-x-iw)}{w^2+x^2},\qquad \operatorname{Im}\frac{c}{iw-x}=-\frac{c\,w}{w^2+x^2}.$$

Summing over the bath gives

$$\operatorname{Im}\Delta_{\rm bath}(iw)=-\sum_k\frac{|V_k|^2\,w}{w^2+e_k^2}.$$

If $V_k=0$, the term vanishes. If $e_k\neq0$, its numerator tends to $0$ and its denominator to $e_k^2>0$, so the term tends to $0$. A finite sum of such terms tends to $0$.

If a coupled level $k$ has $e_k=0$, its term equals $|V_k|^2/w$. The other terms in the sum are non-negative, so $\operatorname{Im}\Delta_{\rm bath}(iw)\le-|V_k|^2/w\to-\infty$. The smallest example is a single level with $V=1$ and $e=0$, where the imaginary part is $-1/w$. This is how the zero limit fails without the condition $e_k\neq0$ on coupled levels.

For the band, the imaginary part is taken inside the integral. Since

$$\frac{d}{dx}\arctan\frac{x}{w}=\frac{1/w}{1+x^2/w^2}=\frac{w}{w^2+x^2},$$

we get

$$\operatorname{Im}\Delta_{\rm band}(iw)=-g\left[\arctan\frac bw-\arctan\frac aw\right].$$

For $a<0<b$ the arctangents tend to $\pi/2$ and $-\pi/2$, and the limit is $-\pi g$. For $0<a\le b$ both tend to $\pi/2$ and cancel.

Now suppose that the difference between bath and band tended to zero, with $a<0<b$ and $g>0$. Adding the band's limit would give $\operatorname{Im}\Delta_{\rm bath}(iw)\to-\pi g$. This is a finite, nonzero number, whereas the bath's imaginary part tends either to $0$ or to $-\infty$: a contradiction.

## Bath and band in Lean 4

```lean
import Mathlib

open Filter Topology
open scoped Real

namespace ImpurityBathScreening

noncomputable section

/-- The hybridization function `∑ |V k|² / (z - e k)` of an impurity coupled by `V k` to
finitely many bath levels `e k`, for `z` different from every level. -/
def bathHyb {ι : Type*} [Fintype ι] (V : ι → ℂ) (e : ι → ℝ) (z : ℂ) : ℂ :=
  ∑ k, ((‖V k‖ ^ 2 : ℝ) : ℂ) / (z - (e k : ℂ))

/-- The hybridization function `∫ g / (z - x) dx` of a flat band of constant strength `g`
between the energies `a` and `b`, for `z` off the real axis. -/
def bandHyb (g a b : ℝ) (z : ℂ) : ℂ :=
  ∫ x in a..b, (g : ℂ) / (z - (x : ℂ))

/-- On the imaginary frequency axis a single pole of weight `c` at energy `x` has a
Lorentzian imaginary part. -/
theorem pole_im (c x w : ℝ) :
    ((c : ℂ) / (Complex.I * (w : ℂ) - (x : ℂ))).im = -(c * w / (w ^ 2 + x ^ 2)) := by
  have hn : Complex.normSq (Complex.I * (w : ℂ) - (x : ℂ)) = w ^ 2 + x ^ 2 := by
    simp [Complex.normSq_apply]
    ring
  rw [Complex.div_im, hn]
  simp only [Complex.ofReal_im, Complex.ofReal_re, Complex.sub_im, Complex.mul_im,
    Complex.I_re, Complex.I_im]
  ring

/-- At imaginary frequency `iw`, the imaginary part of the hybridization function of a finite bath
is minus a sum of Lorentzians, one for each level. -/
theorem bathHyb_im {ι : Type*} [Fintype ι] (V : ι → ℂ) (e : ι → ℝ) (w : ℝ) :
    (bathHyb V e (Complex.I * (w : ℂ))).im
      = -∑ k, ‖V k‖ ^ 2 * w / (w ^ 2 + e k ^ 2) := by
  unfold bathHyb
  rw [Complex.im_sum, ← Finset.sum_neg_distrib]
  exact Finset.sum_congr rfl fun k _ => pole_im _ _ _

/-- If every coupled level of a finite bath lies away from zero energy, the imaginary part
of the hybridization function vanishes as the imaginary frequency decreases to zero. -/
theorem gapped_bath_limit {ι : Type*} [Fintype ι] (V : ι → ℂ) (e : ι → ℝ)
    (h : ∀ k, V k ≠ 0 → e k ≠ 0) :
    Tendsto (fun w : ℝ => (bathHyb V e (Complex.I * (w : ℂ))).im) (𝓝[>] 0) (𝓝 0) := by
  have hterm : ∀ k, Tendsto (fun w : ℝ => ‖V k‖ ^ 2 * w / (w ^ 2 + e k ^ 2))
      (𝓝[>] 0) (𝓝 0) := by
    intro k
    by_cases hV : V k = 0
    · simp [hV]
    · -- an off-resonant Lorentzian is continuous at zero frequency and vanishes there
      have hc : ContinuousAt (fun w : ℝ => ‖V k‖ ^ 2 * w / (w ^ 2 + e k ^ 2)) 0 :=
        ContinuousAt.div (by fun_prop) (by fun_prop) (by simpa using h k hV)
      have h0 := hc.tendsto.mono_left (nhdsWithin_le_nhds (s := Set.Ioi (0 : ℝ)))
      have hz : ‖V k‖ ^ 2 * (0 : ℝ) / ((0 : ℝ) ^ 2 + e k ^ 2) = 0 := by
        rw [mul_zero, zero_div]
      rw [hz] at h0
      exact h0
  have hs := (tendsto_finsetSum Finset.univ (fun k _ => hterm k)).neg
  simp only [Finset.sum_const_zero, neg_zero] at hs
  simp only [bathHyb_im]
  exact hs

/-- If a coupled level of a finite bath sits exactly at zero energy, the imaginary part of the
hybridization function diverges to minus infinity as the imaginary frequency decreases to zero. -/
theorem resonant_bath_limit {ι : Type*} [Fintype ι] (V : ι → ℂ) (e : ι → ℝ)
    (k : ι) (hV : V k ≠ 0) (he : e k = 0) :
    Tendsto (fun w : ℝ => (bathHyb V e (Complex.I * (w : ℂ))).im) (𝓝[>] 0) atBot := by
  have hc : 0 < ‖V k‖ ^ 2 := pow_pos (norm_pos_iff.mpr hV) 2
  have hlim : Tendsto (fun w : ℝ => -(‖V k‖ ^ 2 * w⁻¹)) (𝓝[>] 0) atBot :=
    tendsto_neg_atTop_atBot.comp (tendsto_inv_nhdsGT_zero.const_mul_atTop hc)
  refine tendsto_atBot_mono' _ ?_ hlim
  filter_upwards [self_mem_nhdsWithin] with w hw
  have hw' : 0 < w := hw
  -- the resonant level alone contributes |V k|² / w
  have hle : ‖V k‖ ^ 2 * w / (w ^ 2 + e k ^ 2)
      ≤ ∑ j, ‖V j‖ ^ 2 * w / (w ^ 2 + e j ^ 2) :=
    Finset.single_le_sum (f := fun j => ‖V j‖ ^ 2 * w / (w ^ 2 + e j ^ 2))
      (fun j _ => by positivity) (Finset.mem_univ k)
  have heq : ‖V k‖ ^ 2 * w / (w ^ 2 + e k ^ 2) = ‖V k‖ ^ 2 * w⁻¹ := by
    rw [he]
    field_simp
    simp
  rw [bathHyb_im]
  linarith

/-- The imaginary part of the flat-band hybridization function at imaginary frequency `iw`, `w > 0`,
is `-g` times the difference of the arctangents of `b / w` and `a / w`. -/
theorem bandHyb_im (g a b : ℝ) {w : ℝ} (hw : 0 < w) :
    (bandHyb g a b (Complex.I * (w : ℂ))).im
      = -(g * Real.arctan (b / w)) - -(g * Real.arctan (a / w)) := by
  have hcont : Continuous fun x : ℝ => (g : ℂ) / (Complex.I * (w : ℂ) - (x : ℂ)) := by
    refine Continuous.div continuous_const (by fun_prop) ?_
    intro x hx
    have him := congrArg Complex.im hx
    simp at him
    exact hw.ne' him
  have hcomm := Complex.imCLM.intervalIntegral_comp_comm
    (hcont.intervalIntegrable (μ := MeasureTheory.volume) a b)
  simp only [Complex.imCLM_apply, pole_im] at hcomm
  unfold bandHyb
  rw [← hcomm]
  -- the Lorentzian is the derivative of an arctangent
  refine intervalIntegral.integral_eq_sub_of_hasDerivAt
    (f := fun x : ℝ => -(g * Real.arctan (x / w))) (fun x _ => ?_) ?_
  · have h : HasDerivAt (fun y : ℝ => y / w) (1 / w) x := (hasDerivAt_id x).div_const w
    refine (h.arctan.const_mul g).fun_neg.congr_deriv ?_
    have h1 : w ^ 2 + x ^ 2 ≠ 0 := by positivity
    have h2 : 1 + (x / w) ^ 2 = (w ^ 2 + x ^ 2) / w ^ 2 := by field_simp
    rw [h2]
    field_simp
  · have hL : Continuous fun x : ℝ => g * w / (w ^ 2 + x ^ 2) :=
      Continuous.div (by fun_prop) (by fun_prop) (fun x => by positivity)
    exact hL.neg.intervalIntegrable a b

/-- For a positive energy `b`, the angle `arctan (b / w)` tends to `π / 2` as `w` decreases
to zero. -/
theorem arctan_edge_limit {b : ℝ} (hb : 0 < b) :
    Tendsto (fun w : ℝ => Real.arctan (b / w)) (𝓝[>] 0) (𝓝 (π / 2)) := by
  have h : Tendsto (fun w : ℝ => b / w) (𝓝[>] 0) atTop := by
    simp only [div_eq_mul_inv]
    exact tendsto_inv_nhdsGT_zero.const_mul_atTop hb
  exact (Real.tendsto_arctan_atTop.mono_right nhdsWithin_le_nhds).comp h

/-- For a flat band whose edges enclose zero energy, the imaginary part of the hybridization
function tends to `-π g` as the imaginary frequency decreases to zero. -/
theorem metallic_band_limit (g : ℝ) {a b : ℝ} (ha : a < 0) (hb : 0 < b) :
    Tendsto (fun w : ℝ => (bandHyb g a b (Complex.I * (w : ℂ))).im)
      (𝓝[>] 0) (𝓝 (-(π * g))) := by
  have hA : Tendsto (fun w : ℝ => Real.arctan (a / w)) (𝓝[>] 0) (𝓝 (-(π / 2))) := by
    refine (arctan_edge_limit (neg_pos.mpr ha)).neg.congr fun w => ?_
    rw [neg_div, Real.arctan_neg, neg_neg]
  have h := ((arctan_edge_limit hb).const_mul g).neg.sub (hA.const_mul g).neg
  have hval : -(g * (π / 2)) - -(g * -(π / 2)) = -(π * g) := by ring
  rw [hval] at h
  refine h.congr' ?_
  filter_upwards [self_mem_nhdsWithin] with w hw
  exact (bandHyb_im g a b hw).symm

/-- For a flat band lying wholly above zero energy, the imaginary part of the hybridization
function tends to zero as the imaginary frequency decreases to zero. -/
theorem gapped_band_limit (g : ℝ) {a b : ℝ} (ha : 0 < a) (hab : a ≤ b) :
    Tendsto (fun w : ℝ => (bandHyb g a b (Complex.I * (w : ℂ))).im) (𝓝[>] 0) (𝓝 0) := by
  have h := ((arctan_edge_limit (ha.trans_le hab)).const_mul g).neg.sub
    ((arctan_edge_limit ha).const_mul g).neg
  rw [sub_self] at h
  refine h.congr' ?_
  filter_upwards [self_mem_nhdsWithin] with w hw
  exact (bandHyb_im g a b hw).symm

/-- No finite bath, whatever its levels and couplings, reproduces the low-frequency imaginary part
of the hybridization function of a flat band with `g > 0` whose edges enclose zero energy: the
difference of the two does not tend to zero as the imaginary frequency decreases to zero. -/
theorem finite_bath_misses_metal {ι : Type*} [Fintype ι] (V : ι → ℂ) (e : ι → ℝ)
    {g a b : ℝ} (hg : 0 < g) (ha : a < 0) (hb : 0 < b) :
    ¬ Tendsto (fun w : ℝ => (bathHyb V e (Complex.I * (w : ℂ))).im
        - (bandHyb g a b (Complex.I * (w : ℂ))).im) (𝓝[>] 0) (𝓝 0) := by
  intro h
  -- otherwise the finite bath would itself have the metallic limit
  have hbath : Tendsto (fun w : ℝ => (bathHyb V e (Complex.I * (w : ℂ))).im)
      (𝓝[>] 0) (𝓝 (0 + -(π * g))) :=
    (h.add (metallic_band_limit g ha hb)).congr fun w => sub_add_cancel _ _
  by_cases hgap : ∀ k, V k ≠ 0 → e k ≠ 0
  · have heq := tendsto_nhds_unique hbath (gapped_bath_limit V e hgap)
    have hpos : 0 < π * g := mul_pos Real.pi_pos hg
    linarith
  · obtain ⟨k, hk⟩ := not_forall.mp hgap
    obtain ⟨hV, he⟩ := Classical.not_imp.mp hk
    exact not_tendsto_nhds_of_tendsto_atBot
      (resonant_bath_limit V e k hV (not_not.mp he)) _ hbath

end

end ImpurityBathScreening
```

```lean
#print axioms ImpurityBathScreening.gapped_band_limit
-- 'ImpurityBathScreening.gapped_band_limit' depends on axioms: [propext, Classical.choice, Quot.sound]
#print axioms ImpurityBathScreening.finite_bath_misses_metal
-- 'ImpurityBathScreening.finite_bath_misses_metal' depends on axioms: [propext, Classical.choice, Quot.sound]
```

## A fixed bath in the limit of vanishing frequency

`bathHyb V e z` and `bandHyb g a b z` are the two hybridization functions. The finite type `ι` labels the levels and may be empty, in which case the bath function is zero. The expression `Complex.I * (w : ℂ)` is $iw$, and `𝓝[>] 0` means that $w$ approaches zero through positive values. The hypothesis `∀ k, V k ≠ 0 → e k ≠ 0` constrains coupled levels only.

The lemmas follow the derivation above:

- `pole_im` computes the Lorentzian from the squared modulus of the denominator, and `bathHyb_im` sums it.
- `gapped_bath_limit` treats the term of each coupled level by continuity at $w=0$ and adds the limits with `tendsto_finsetSum`.
- `resonant_bath_limit` bounds the sum from below by its resonant term, using `Finset.single_le_sum`.
- `bandHyb_im` moves the imaginary part inside the integral with `intervalIntegral_comp_comm`, then applies the fundamental theorem of calculus to the arctangent.
- `arctan_edge_limit` supplies the limit $\pi/2$ for `metallic_band_limit` and `gapped_band_limit`.
- `finite_bath_misses_metal` adds the band's limit to the assumed one and splits on whether a coupled level sits at zero. Uniqueness of limits closes the first case, and divergence to minus infinity the second.

In the last theorem $g=0$ has to be excluded: an empty bath then matches the band exactly. The band must also not lie wholly above zero, since an empty bath has the same limit, zero, as such a band.

The bath is chosen before $w$ goes to zero. The theorem therefore sets no limit on how well a bath can do at a given $w>0$, and it gives no number of levels for a target accuracy. The band has constant strength and sharp edges; energy-dependent hybridization is not treated. The statements concern the hybridization function alone, so they say nothing quantitative about the screening of a core hole, the interacting impurity's self-energy or a computed spectrum. They are also statements about real numbers, not about floating-point output.
